# The magnetic force theorem never overestimates the spin stiffness when the bare susceptibility is positive definite and the kernel Hermitian

The two stiffnesses are defined here by static linear-response formulas on finite matrices; neither is derived from a density functional. Let X be the bare transverse susceptibility, with the sign that makes a stable response positive, and K the interaction kernel, which turns a spin deviation into an exchange-correlation field. The exact stiffness A and the force-theorem stiffness B are

A = X⁻¹ − K,  B = K − KXK.

"Stiffness" means the matrix of second-order energy coefficients for a spin deviation, up to normalisation, not the constant D in a magnon dispersion Dq². "Exact" means exact within this model. The index type `n` labels sites or basis functions, and `𝕜` is ℝ or ℂ, so Hermitian matrices at finite wavevector are included.

```lean
import Mathlib

open Matrix
open scoped ComplexOrder

namespace MagneticForceTheorem

variable {𝕜 n : Type*} [RCLike 𝕜] [Fintype n] [DecidableEq n]

/-- The exact spin stiffness `X⁻¹ - K`, for an invertible bare transverse susceptibility `X`
and an interaction kernel `K`. -/
noncomputable def exactStiffness (X K : Matrix n n 𝕜) : Matrix n n 𝕜 := X⁻¹ - K

/-- The spin stiffness `K - K X K` given by the magnetic force theorem. -/
def forceStiffness (X K : Matrix n n 𝕜) : Matrix n n 𝕜 := K - K * X * K
```

## Invertible X: every spin deviation has a field that produces it

Physically, X⁻¹v is the transverse field that creates the deviation v in the bare system. By hand, invertibility is used to cancel X against X⁻¹:

AXA = (X⁻¹ − K)X(X⁻¹ − K)
  = X⁻¹ − K − K + KXK
  = A − B.

In Lean the hypothesis is `IsUnit X.det`. The proof expands the product in `h3`, then cancels with `h1` and `h2`.

```lean
/-- For an invertible bare susceptibility `X`, the exact stiffness `A` exceeds the
force-theorem stiffness by `A X A`. -/
theorem stiffness_gap (X K : Matrix n n 𝕜) (hX : IsUnit X.det) :
    exactStiffness X K - forceStiffness X K
      = exactStiffness X K * X * exactStiffness X K := by
  have h1 : X⁻¹ * X = 1 := Matrix.nonsing_inv_mul X hX
  have h2 : X * X⁻¹ = 1 := Matrix.mul_nonsing_inv X hX
  -- expand the product and collect each `X` next to its inverse
  have h3 : (X⁻¹ - K) * X * (X⁻¹ - K)
      = (X⁻¹ * X) * X⁻¹ - (X⁻¹ * X) * K - K * (X * X⁻¹) + K * X * K := by
    noncomm_ring
  simp only [exactStiffness, forceStiffness]
  rw [h3, h1, h2]
  noncomm_ring
```

The same cancellation gives a factorisation:

KXA = KXX⁻¹ − KXK = K − KXK = B.

```lean
/-- For an invertible bare susceptibility `X`, the force-theorem stiffness is the exact
stiffness multiplied from the left by `K X`. -/
theorem forceStiffness_eq_mul (X K : Matrix n n 𝕜) (hX : IsUnit X.det) :
    forceStiffness X K = K * X * exactStiffness X K := by
  rw [forceStiffness, exactStiffness, mul_sub, mul_assoc K X X⁻¹,
    Matrix.mul_nonsing_inv X hX, mul_one]
```

For singular X the formula for A loses its meaning. Lean then sets X⁻¹ to 0, and the gap identity fails already for the numbers X = 0, K = 1.

## Hermitian K: the interaction comes from an energy

A kernel that is the second derivative of a real energy is Hermitian. If X is Hermitian too, so is X⁻¹, and therefore A† = A.

```lean
/-- The exact stiffness is Hermitian when the bare susceptibility is positive definite and
the kernel is Hermitian. -/
theorem exactStiffness_isHermitian {X K : Matrix n n 𝕜} (hX : X.PosDef)
    (hK : K.IsHermitian) : (exactStiffness X K).IsHermitian :=
  hX.isHermitian.inv.sub hK
```

This lets one factor A move to the left side of the inner product. Writing ⟨u,w⟩ for `star u ⬝ᵥ w`,

⟨v,Av⟩ − ⟨v,Bv⟩ = ⟨v,AXAv⟩ = ⟨Av,X(Av)⟩.

The quadratic forms are energies of a small spin rotation, up to the normalisation of the energy. Here and in the docstrings, v is the transverse spin deviation that the rotation produces, not the vector of rotation angles. The Lean proof makes the same move with `Matrix.star_mulVec` and the Hermiticity of A.

```lean
/-- For positive definite `X` and Hermitian `K`, the energy missed by the force theorem for a
spin rotation `v` is the quadratic form of `X` at `A v`, with `A` the exact stiffness. -/
theorem energy_gap {X K : Matrix n n 𝕜} (hX : X.PosDef) (hK : K.IsHermitian) (v : n → 𝕜) :
    star v ⬝ᵥ exactStiffness X K *ᵥ v - star v ⬝ᵥ forceStiffness X K *ᵥ v
      = star (exactStiffness X K *ᵥ v) ⬝ᵥ X *ᵥ (exactStiffness X K *ᵥ v) := by
  have hdet : IsUnit X.det := (Matrix.isUnit_iff_isUnit_det X).mp hX.isUnit
  rw [← dotProduct_sub, ← Matrix.sub_mulVec, stiffness_gap X K hdet, Matrix.star_mulVec,
    (exactStiffness_isHermitian hX hK).eq, ← Matrix.dotProduct_mulVec]
  simp only [Matrix.mulVec_mulVec, mul_assoc]
```

Without a Hermitian K the inequality announced in the title can fail: the numbers X = 1, K = 1 − i give A = i and B = 1 + i, so A − B = −1.

## Positive definite X: the bare system is stable

Positive definiteness means that every nonzero transverse field lowers the energy of the bare system at second order. In Mathlib `PosDef` includes Hermiticity, and it implies the invertibility used above.

By hand, ⟨Av,X(Av)⟩ ≥ 0 for every v, so ⟨v,Bv⟩ ≤ ⟨v,Av⟩ and A − B is positive semidefinite. If the two energies are equal, then ⟨Av,X(Av)⟩ = 0, which forces Av = 0; conversely, Av = 0 makes the gap vanish.

The theorem states all of this. Over ℂ, its `≤` compares real parts and requires equal imaginary parts. The proof obtains semidefiniteness by writing the gap as A†XA, and the inequality from `energy_gap`. For the equality case it assumes Av ≠ 0 and contradicts the strict positivity `hpos`.

```lean
/-- For a positive definite bare susceptibility and a Hermitian kernel, the force theorem never
overestimates the stiffness, and it gives the exact energy of a spin rotation `v` if and only if
the exact stiffness annihilates `v`. -/
theorem force_theorem_le_exact {X K : Matrix n n 𝕜} (hX : X.PosDef) (hK : K.IsHermitian) :
    (exactStiffness X K - forceStiffness X K).PosSemidef ∧
    ∀ v : n → 𝕜,
      star v ⬝ᵥ forceStiffness X K *ᵥ v ≤ star v ⬝ᵥ exactStiffness X K *ᵥ v ∧
      (star v ⬝ᵥ exactStiffness X K *ᵥ v = star v ⬝ᵥ forceStiffness X K *ᵥ v ↔
        exactStiffness X K *ᵥ v = 0) := by
  have hdet : IsUnit X.det := (Matrix.isUnit_iff_isUnit_det X).mp hX.isUnit
  refine ⟨?_, fun v => ⟨?_, ?_, ?_⟩⟩
  · -- the gap is a congruence transform of `X`
    have h := hX.posSemidef.conjTranspose_mul_mul_same (exactStiffness X K)
    rw [(exactStiffness_isHermitian hX hK).eq] at h
    rw [stiffness_gap X K hdet]
    exact h
  · apply sub_nonneg.mp
    rw [energy_gap hX hK v]
    exact hX.posSemidef.dotProduct_mulVec_nonneg _
  · -- a nonzero `A v` would cost a strictly positive energy
    intro h
    by_contra hne
    have hpos := hX.dotProduct_mulVec_pos hne
    rw [← energy_gap hX hK v, h, sub_self] at hpos
    exact lt_irrefl _ hpos
  · intro h
    apply sub_eq_zero.mp
    rw [energy_gap hX hK v, h]
    simp
```

An invertible Hermitian X is not enough: X = −1, K = 0 gives A = −1 and B = 0, an overestimate.

Within this finite, static linear-response model, the theorem fixes the sign of the force-theorem error in the quadratic rotation energy. It doesn't fix the sign of the error in a single exchange coupling between two sites, because the off-diagonal elements of a positive semidefinite matrix can have either sign.

## Invertible K: every nonzero deviation generates an exchange-correlation field

Since B = KXA, Av = 0 always implies Bv = 0. The converse uses the invertibility of K: then KX is invertible, and KX(Av) = 0 gives Av = 0. In the proof, `key` is this last step.

```lean
/-- For invertible `X` and `K`, the force-theorem stiffness and the exact stiffness have the
same zero modes. -/
theorem zero_modes_agree (X K : Matrix n n 𝕜) (hX : IsUnit X.det) (hK : IsUnit K.det)
    (v : n → 𝕜) : forceStiffness X K *ᵥ v = 0 ↔ exactStiffness X K *ᵥ v = 0 := by
  have hKX : IsUnit (K * X).det := by
    rw [Matrix.det_mul]
    exact hK.mul hX
  -- the prefactor `K X` has trivial kernel
  have key : ∀ w : n → 𝕜, (K * X) *ᵥ w = 0 → w = 0 := by
    intro w hw
    rw [← Matrix.one_mulVec w, ← Matrix.nonsing_inv_mul (K * X) hKX,
      ← Matrix.mulVec_mulVec, hw, Matrix.mulVec_zero]
  rw [forceStiffness_eq_mul X K hX, ← Matrix.mulVec_mulVec]
  exact ⟨key _, fun h => by rw [h, Matrix.mulVec_zero]⟩
```

With X = 1 and K = 0 the converse fails, because A = 1 while B = 0.

## XAv = av: the size of the error on one mode

Here a measures how far the interaction is from cancelling the bare restoring field, since XA = 1 − XK. Substituting the condition into the gap identity,

Bv = Av − A(XAv) = Av − aAv = (1 − a)Av.

The force theorem is therefore accurate on modes with small |a|. The proof is the same substitution, with `hB` as the rearranged gap identity.

```lean
/-- Let `X` be invertible and `A` the exact stiffness. On a mode `v` with `X A v = a v`, the
force theorem rescales the exact restoring field `A v` by the factor `1 - a`. -/
theorem force_theorem_on_mode (X K : Matrix n n 𝕜) (hX : IsUnit X.det) (v : n → 𝕜) (a : 𝕜)
    (h : X *ᵥ (exactStiffness X K *ᵥ v) = a • v) :
    forceStiffness X K *ᵥ v = (1 - a) • (exactStiffness X K *ᵥ v) := by
  have hB : forceStiffness X K
      = exactStiffness X K - exactStiffness X K * X * exactStiffness X K := by
    rw [← stiffness_gap X K hX]
    abel
  rw [hB, Matrix.sub_mulVec, ← Matrix.mulVec_mulVec, ← Matrix.mulVec_mulVec, h,
    Matrix.mulVec_smul, sub_smul, one_smul]
```

For X = 1 and K = −1 every v has a = 2. The stiffnesses are then 2 and −2 times the identity, so with at least one site the underestimate turns a stable response into an apparently unstable one. This is an algebraic example, not a model of a real magnet: with K = −1 the exchange-correlation field opposes the deviation that creates it. If K is positive definite as well as X, then B = K(K⁻¹ − X)K is positive definite exactly when A is, and this sign change cannot occur.

```lean
/-- For unit bare susceptibility and kernel `-1`, the exact stiffness is `2` times the identity
while the force theorem gives `-2` times the identity. -/
theorem force_theorem_wrong_sign :
    exactStiffness (1 : Matrix n n 𝕜) (-1) = (2 : 𝕜) • (1 : Matrix n n 𝕜) ∧
    forceStiffness (1 : Matrix n n 𝕜) (-1) = -((2 : 𝕜) • (1 : Matrix n n 𝕜)) := by
  constructor
  · rw [exactStiffness, inv_one, two_smul, sub_neg_eq_add]
  · rw [forceStiffness, two_smul]
    noncomm_ring

end MagneticForceTheorem
```

```lean
#print axioms MagneticForceTheorem.force_theorem_le_exact
#print axioms MagneticForceTheorem.zero_modes_agree
#print axioms MagneticForceTheorem.force_theorem_on_mode
#print axioms MagneticForceTheorem.force_theorem_wrong_sign
```

```
'MagneticForceTheorem.force_theorem_le_exact' depends on axioms: [propext, Classical.choice, Quot.sound]
'MagneticForceTheorem.zero_modes_agree' depends on axioms: [propext, Classical.choice, Quot.sound]
'MagneticForceTheorem.force_theorem_on_mode' depends on axioms: [propext, Classical.choice, Quot.sound]
'MagneticForceTheorem.force_theorem_wrong_sign' depends on axioms: [propext, Classical.choice, Quot.sound]
```
